# Two equivalent electrons: counting states gives odd L for triplets and even L for singlets

Put two electrons into the same p shell, as in the ground configuration of carbon. In LS coupling the configuration splits into ³P, ¹D and ¹S, and there is no ³D or ¹P. Which orbital angular momenta L accompany each spin can be found by counting states at each total projection M. The argument below does this for any shell l.

## Exchange symmetry sets the order of m₁ and m₂

Let m₁ and m₂ be the magnetic quantum numbers of the two electrons. The spin triplet is symmetric under exchange, so its orbital part must be antisymmetric:

(|m₁ m₂⟩ − |m₂ m₁⟩)/√2, with m₁ > m₂.

Swapping the labels only changes the sign, and m₁ = m₂ gives zero. The spin singlet has a symmetric orbital part, which also allows |m m⟩, so its states are labelled by m₁ ≥ m₂.

In Lean, a state is represented by its label, an integer pair `p` with `p.1` = m₁ and `p.2` = m₂. The Pauli principle enters through the choice of `<` or `≤` in these definitions; it is not derived from wavefunctions. Only orbital states are counted, without the factor 3 for the triplet's spin projections.

```lean
import Mathlib

open Finset

namespace EquivalentPairTerms

/-- Orbital states of a spin triplet of two electrons in the shell `l` with total projection `M`:
pairs `m₁ > m₂` of magnetic quantum numbers with sum `M`. -/
noncomputable def tripletPairs (l : ℕ) (M : ℤ) : Finset (ℤ × ℤ) :=
  (Icc (-(l : ℤ)) l ×ˢ Icc (-(l : ℤ)) l).filter (fun p => p.2 < p.1 ∧ p.1 + p.2 = M)

/-- Orbital states of a spin singlet of two electrons in the shell `l` with total projection `M`:
pairs `m₁ ≥ m₂` of magnetic quantum numbers with sum `M`. -/
noncomputable def singletPairs (l : ℕ) (M : ℤ) : Finset (ℤ × ℤ) :=
  (Icc (-(l : ℤ)) l ×ˢ Icc (-(l : ℤ)) l).filter (fun p => p.2 ≤ p.1 ∧ p.1 + p.2 = M)
```

Without any order condition, both symmetry types are counted together. For l = 1 and M = 0 there are three pairs, (1,−1), (0,0) and (−1,1), whereas the triplet has only the first.

## Each multiplet supplies one state per projection

A multiplet of angular momentum L has exactly one state for each M from −L to L. If a(L) is the number of multiplets with given L, and only L < N are considered, the number of states at M is

n(M) = Σ a(L), summed over L < N with L ≥ |M|.

This is `multipletCount N a M`. The two sets before it hold the candidate values of L.

```lean
/-- The odd total angular momenta `L` from `0` to `2l`. -/
def oddMomenta (l : ℕ) : Finset ℕ := (range (2 * l + 1)).filter (fun L => Odd L)

/-- The even total angular momenta `L` from `0` to `2l`. -/
def evenMomenta (l : ℕ) : Finset ℕ := (range (2 * l + 1)).filter (fun L => Even L)

/-- The number of states with projection `M` in a collection that holds `a L` multiplets of
angular momentum `L` for each `L < N`. -/
def multipletCount (N : ℕ) (a : ℕ → ℕ) (M : ℤ) : ℕ :=
  ∑ L ∈ (range N).filter (fun L : ℕ => |M| ≤ (L : ℤ)), a L
```

That the two-electron states form complete multiplets comes from rotational symmetry and is taken as physical input; the file contains no angular momentum operators. Without it, state counts could not be translated into terms.

## The shell bounds −l ≤ m ≤ l limit L to 2l

For triplets, assign to each pair

L = 2 max(m₁, −m₂) − 1.

Take M ≥ 0 first. Then m₁ ≥ −m₂, so L = 2m₁ − 1, which is odd. From m₁ > m₂ = M − m₁ follows 2m₁ > M, hence L ≥ M. From m₁ ≤ l follows L ≤ 2l − 1. Conversely, an odd L with M ≤ L ≤ 2l gives

m₁ = (L + 1)/2, m₂ = M − (L + 1)/2.

Here m₁ ≤ l because L is odd, m₂ < m₁ because L + 1 > M, and m₂ ≥ −m₁ ≥ −l because M ≥ 0. Thus each such L comes from exactly one pair.

For M ≤ 0 the map (m₁, m₂) → (−m₂, −m₁) reverses M and preserves the order. The inverse becomes

m₁ = M + (L + 1)/2, m₂ = −(L + 1)/2.

The number of triplet pairs at M is therefore the number of odd L ≤ 2l with L ≥ |M|.

`Finset.card_bij` asks for the same three facts: the assigned L is allowed, different pairs give different L, and every allowed L is reached. The last part splits on the sign of M and supplies the two inverses. `omega` settles the resulting integer inequalities and parities.

```lean
/-- The triplet states with projection `M` are as many as the odd `L` in `[0, 2l]` with
`L ≥ |M|`. -/
theorem triplet_count (l : ℕ) (M : ℤ) :
    (tripletPairs l M).card =
      ((oddMomenta l).filter (fun L : ℕ => |M| ≤ (L : ℤ))).card := by
  -- the pair (m₁, m₂) is matched with L = 2 max(m₁, -m₂) - 1
  refine Finset.card_bij (fun p _ => (2 * max p.1 (-p.2) - 1).toNat) ?_ ?_ ?_
  · rintro ⟨a, b⟩ h
    simp only [tripletPairs, mem_filter, mem_product, mem_Icc] at h
    simp only [oddMomenta, mem_filter, mem_range, Nat.odd_iff, abs_le]
    omega
  · rintro ⟨a, b⟩ h ⟨c, d⟩ h' e
    dsimp only at e
    simp only [tripletPairs, mem_filter, mem_product, mem_Icc] at h h'
    simp only [Prod.mk.injEq]
    omega
  · intro L h
    simp only [oddMomenta, mem_filter, mem_range, Nat.odd_iff, abs_le] at h
    rcases le_total 0 M with hM | hM
    · refine ⟨(((L : ℤ) + 1) / 2, M - ((L : ℤ) + 1) / 2), ?_, ?_⟩
      · simp only [tripletPairs, mem_filter, mem_product, mem_Icc]
        omega
      · dsimp only
        omega
    · refine ⟨(M + ((L : ℤ) + 1) / 2, -(((L : ℤ) + 1) / 2)), ?_, ?_⟩
      · simp only [tripletPairs, mem_filter, mem_product, mem_Icc]
        omega
      · dsimp only
        omega
```

For singlets the assignment is L = 2 max(m₁, −m₂). If M ≥ 0, then m₁ ≥ M − m₁ gives L = 2m₁ ≥ M, and the inverse is m₁ = L/2, m₂ = M − L/2. If M ≤ 0, it is m₁ = M + L/2, m₂ = −L/2. The bounds follow as before, now with L even.

```lean
/-- The singlet states with projection `M` are as many as the even `L` in `[0, 2l]` with
`L ≥ |M|`. -/
theorem singlet_count (l : ℕ) (M : ℤ) :
    (singletPairs l M).card =
      ((evenMomenta l).filter (fun L : ℕ => |M| ≤ (L : ℤ))).card := by
  -- the pair (m₁, m₂) is matched with L = 2 max(m₁, -m₂)
  refine Finset.card_bij (fun p _ => (2 * max p.1 (-p.2)).toNat) ?_ ?_ ?_
  · rintro ⟨a, b⟩ h
    simp only [singletPairs, mem_filter, mem_product, mem_Icc] at h
    simp only [evenMomenta, mem_filter, mem_range, Nat.even_iff, abs_le]
    omega
  · rintro ⟨a, b⟩ h ⟨c, d⟩ h' e
    dsimp only at e
    simp only [singletPairs, mem_filter, mem_product, mem_Icc] at h h'
    simp only [Prod.mk.injEq]
    omega
  · intro L h
    simp only [evenMomenta, mem_filter, mem_range, Nat.even_iff, abs_le] at h
    rcases le_total 0 M with hM | hM
    · refine ⟨((L : ℤ) / 2, M - (L : ℤ) / 2), ?_, ?_⟩
      · simp only [singletPairs, mem_filter, mem_product, mem_Icc]
        omega
      · dsimp only
        omega
    · refine ⟨(M + (L : ℤ) / 2, -((L : ℤ) / 2)), ?_, ?_⟩
      · simp only [singletPairs, mem_filter, mem_product, mem_Icc]
        omega
      · dsimp only
        omega
```

Without the shell bounds the count would be infinite: at M = 0 every pair (m, −m) with m ≥ 1 would qualify as a triplet state.

## Agreement at every M fixes the multiplicities

Moving from M = L to M = L + 1 removes only the multiplets of angular momentum L from the sum, so for L < N

n(L) − n(L + 1) = a(L).

If two collections a and b have equal counts at every M, these differences agree, and a(L) = b(L) for all L < N. The converse holds term by term.

`multipletCount_peel` proves the first relation by separating L from the summation set, and `multipletCount_eq_iff` applies it to both collections at L and L + 1.

```lean
/-- The number of states with projection `L` exceeds the number with projection `L + 1` by the
number of multiplets of angular momentum `L`. -/
theorem multipletCount_peel (N : ℕ) (a : ℕ → ℕ) (L : ℕ) (hL : L < N) :
    multipletCount N a L = a L + multipletCount N a ((L : ℤ) + 1) := by
  have hins : (range N).filter (fun K : ℕ => |(L : ℤ)| ≤ (K : ℤ)) =
      insert L ((range N).filter (fun K : ℕ => |(L : ℤ) + 1| ≤ (K : ℤ))) := by
    ext K
    simp only [mem_insert, mem_filter, mem_range, abs_le]
    omega
  have hn : L ∉ (range N).filter (fun K : ℕ => |(L : ℤ) + 1| ≤ (K : ℤ)) := by
    simp only [mem_filter, mem_range, abs_le]
    omega
  unfold multipletCount
  rw [hins, Finset.sum_insert hn]

/-- Two collections of multiplets have equally many states at every projection `M` exactly when
they hold equally many multiplets of each angular momentum. -/
theorem multipletCount_eq_iff (N : ℕ) (a b : ℕ → ℕ) :
    (∀ M : ℤ, multipletCount N a M = multipletCount N b M) ↔ ∀ L < N, a L = b L := by
  constructor
  · intro h L hL
    have h1 := h (L : ℤ)
    have h2 := h ((L : ℤ) + 1)
    rw [multipletCount_peel N a L hL, multipletCount_peel N b L hL] at h1
    omega
  · intro h M
    exact Finset.sum_congr rfl fun K hK => h K (mem_range.1 (mem_filter.1 hK).1)
```

Agreement at a single M is not enough. For l = 1 the triplet has one state at M = 0, and so does a lone S multiplet. The count at M = 1 exposes the difference: the triplet has one state there, the S multiplet none.

## The cutoff N > 2l leaves room for every term

N is a bookkeeping limit on the angular momenta offered to the decomposition. The condition 2l < N ensures that the largest possible L is among them.

Under this condition the earlier counts can be written as n(M) with a(L) = 1 for allowed L and 0 otherwise. `card_eq_multipletCount` does the rewriting; its hypothesis `hT` requires all allowed L to lie below N, and `hN` supplies that. Comparing with an arbitrary collection a then gives both equivalences.

```lean
/-- For a set `T` of angular momenta below `N`, the number of `L` in `T` with `L ≥ |M|` is the
number of states with projection `M` when each `L` in `T` occurs once. -/
theorem card_eq_multipletCount (N : ℕ) (T : Finset ℕ) (hT : ∀ K ∈ T, K < N) (M : ℤ) :
    (T.filter (fun L : ℕ => |M| ≤ (L : ℤ))).card =
      multipletCount N (fun L => if L ∈ T then 1 else 0) M := by
  simp only [multipletCount, Finset.sum_boole, Nat.cast_id]
  congr 1
  ext K
  simp only [mem_filter, mem_range]
  constructor
  · rintro ⟨h1, h2⟩
    exact ⟨⟨hT K h1, h2⟩, h1⟩
  · rintro ⟨⟨_, h2⟩, h1⟩
    exact ⟨h1, h2⟩

/-- A collection of multiplets reproduces the number of triplet states of two equivalent electrons
at every `M` exactly when it holds each odd `L ≤ 2l` once and no other `L`. -/
theorem triplet_terms (l N : ℕ) (hN : 2 * l < N) (a : ℕ → ℕ) :
    (∀ M : ℤ, (tripletPairs l M).card = multipletCount N a M) ↔
      ∀ L < N, a L = if L ∈ oddMomenta l then 1 else 0 := by
  have hT : ∀ K ∈ oddMomenta l, K < N := by
    intro K hK
    simp only [oddMomenta, mem_filter, mem_range] at hK
    omega
  have h := fun M : ℤ => (triplet_count l M).trans (card_eq_multipletCount N _ hT M)
  have u := multipletCount_eq_iff N a (fun L => if L ∈ oddMomenta l then 1 else 0)
  constructor
  · intro H
    exact u.1 fun M => (H M).symm.trans (h M)
  · intro H M
    exact (h M).trans (u.2 H M).symm

/-- A collection of multiplets reproduces the number of singlet states of two equivalent electrons
at every `M` exactly when it holds each even `L ≤ 2l` once and no other `L`. -/
theorem singlet_terms (l N : ℕ) (hN : 2 * l < N) (a : ℕ → ℕ) :
    (∀ M : ℤ, (singletPairs l M).card = multipletCount N a M) ↔
      ∀ L < N, a L = if L ∈ evenMomenta l then 1 else 0 := by
  have hT : ∀ K ∈ evenMomenta l, K < N := by
    intro K hK
    simp only [evenMomenta, mem_filter, mem_range] at hK
    omega
  have h := fun M : ℤ => (singlet_count l M).trans (card_eq_multipletCount N _ hT M)
  have u := multipletCount_eq_iff N a (fun L => if L ∈ evenMomenta l then 1 else 0)
  constructor
  · intro H
    exact u.1 fun M => (H M).symm.trans (h M)
  · intro H M
    exact (h M).trans (u.2 H M).symm

end EquivalentPairTerms
```

If the cutoff condition is dropped, the singlet statement fails already for l = 0 and N = 0. The shell has one singlet state at M = 0, but no multiplet is available to account for it; the left side of the equivalence is false, while the right side is true because there is no L < 0 to check. For triplets, l = 1 and N = 1 fail in the same way: a(0) = 0 satisfies the right side, but the P term is missing.

For p² the result gives ³P, ¹S and ¹D; for d² it gives ³P, ³F, ¹S, ¹D and ¹G; for s² only ¹S remains. Such a list tells an electronic-structure calculation which LS terms to expect from two electrons confined to one shell, but does not give their energies or the size of any spin–orbit splitting.

```lean
#print axioms EquivalentPairTerms.triplet_terms
#print axioms EquivalentPairTerms.singlet_terms
```

```
'EquivalentPairTerms.triplet_terms' depends on axioms: [propext, Classical.choice, Quot.sound]
'EquivalentPairTerms.singlet_terms' depends on axioms: [propext, Classical.choice, Quot.sound]
```
